# Energy variance and third central moment of a two-level system in a state with amplitudes 4/5 and 3/5

The theorem `twoLevel_moments` concerns a two-level system with a diagonal Hamiltonian, whose energies are 0 and a real number e, in the normalised state with amplitudes 4/5 and 3/5. It states that the energy has variance 144e²/625 and third central moment 1008e³/15625 in this state. The proof first seeks a formula, `key`, for the expectation value of any real diagonal 2 × 2 matrix: 16/25 of the first entry plus 9/25 of the second. It then finds the mean energy 9e/25, writes the Hamiltonian minus this mean as a diagonal matrix, and applies `key` to that matrix's square and cube.

The failing Lean file:

```lean
import Mathlib

open Matrix
open scoped Kronecker

namespace TwoLevelMoments

noncomputable section

variable {m n : Type*} [Fintype m] [Fintype n] [DecidableEq m] [DecidableEq n]

/-- The expectation value `x† M x` of a matrix `M` in the state `x`. -/
def expect {k : Type*} [Fintype k] (M : Matrix k k ℂ) (x : k → ℂ) : ℂ :=
  star x ⬝ᵥ M *ᵥ x

/-- The first connected moment `I1`: the real part of the expectation value. -/
def mean {k : Type*} [Fintype k] (A : Matrix k k ℂ) (x : k → ℂ) : ℝ := (expect A x).re

/-- The fluctuation operator `A - I1`. -/
def fluct (A : Matrix m m ℂ) (x : m → ℂ) : Matrix m m ℂ := A - (mean A x : ℂ) • 1

/-- The central moment of order `k`, the real part of the expectation value of `(A - I1) ^ k`. For a
Hermitian matrix and a unit vector, order 2 is the variance `I2` and order 3 is `I3`. -/
def centralMoment (A : Matrix m m ℂ) (x : m → ℂ) (k : ℕ) : ℝ := (expect (fluct A x ^ k) x).re

/-- The expectation value written as a double sum over matrix elements. -/
theorem expect_eq_sum {k : Type*} [Fintype k] (M : Matrix k k ℂ) (x : k → ℂ) :
    expect M x = ∑ i, ∑ j, star (x i) * (M i j * x j) := by
  simp only [expect, dotProduct, mulVec, Finset.mul_sum, Pi.star_apply]

/-- A two-level Hamiltonian with energies `0` and `e`. -/
def twoLevel (e : ℝ) : Matrix (Fin 2) (Fin 2) ℂ := !![0, 0; 0, (e : ℂ)]

/-- The trial state with amplitudes `4/5` and `3/5`. -/
def trial : Fin 2 → ℂ := ![4 / 5, 3 / 5]

private theorem star_trial (i : Fin 2) : star (trial i) = trial i := by
  have h : trial i = ((![4 / 5, 3 / 5] i : ℝ) : ℂ) := by
    fin_cases i <;> simp [trial]
  rw [h]
  exact Complex.conj_ofReal _

/-- The variance and third central moment of the two-level Hamiltonian in the trial state. -/
theorem twoLevel_moments (e : ℝ) :
    centralMoment (twoLevel e) trial 2 = 144 / 625 * e ^ 2 ∧
      centralMoment (twoLevel e) trial 3 = 1008 / 15625 * e ^ 3 := by
  have key : ∀ a b : ℝ, expect !![(a : ℂ), 0; 0, (b : ℂ)] trial
      = ((16 / 25 * a + 9 / 25 * b : ℝ) : ℂ) := by
    intro a b
    simp [expect_eq_sum, trial, Fin.sum_univ_two]
    ring
  have hp : ∀ a b c d : ℝ, !![(a : ℂ), 0; 0, (b : ℂ)] * !![(c : ℂ), 0; 0, (d : ℂ)]
      = !![((a * c : ℝ) : ℂ), 0; 0, ((b * d : ℝ) : ℂ)] := by
    intro a b c d
    ext i j
    fin_cases i <;> fin_cases j <;> simp [Matrix.mul_apply, Fin.sum_univ_two]
  have hm : mean (twoLevel e) trial = 9 / 25 * e := by
    have h0 : twoLevel e = !![((0 : ℝ) : ℂ), 0; 0, (e : ℂ)] := by simp [twoLevel]
    rw [mean, h0, key, Complex.ofReal_re]
    ring
  have hf : fluct (twoLevel e) trial
      = !![((-(9 / 25 * e) : ℝ) : ℂ), 0; 0, ((16 / 25 * e : ℝ) : ℂ)] := by
    rw [fluct, hm]
    ext i j
    fin_cases i <;> fin_cases j <;> simp [twoLevel] <;> ring
  constructor <;>
  · simp only [centralMoment, hf, pow_succ, pow_zero, one_mul, hp, key, Complex.ofReal_re]
    ring

end

end TwoLevelMoments
```

The compiler's answer:

```
Try this:
  [apply] ring_nf
  
  The `ring` tactic failed to close the goal. Use `ring_nf` to obtain a normal form.
    
  Note that `ring` works primarily in *commutative* rings. If you have a noncommutative ring, abelian group or module, consider using `noncomm_ring`, `abel` or `module` instead.
Main.lean:48:48: error: unsolved goals
e a b : ℝ
⊢ (starRingEnd ℂ) 4 * ((starRingEnd ℂ) 5)⁻¹ * ↑a * (4 / 5) + ((starRingEnd ℂ) 5)⁻¹ * (starRingEnd ℂ) 3 * ↑b * (3 / 5) =
    ↑a * (16 / 25) + ↑b * (9 / 25)
```

The mended proof, as a diff:

```diff
@@ -48,5 +48,6 @@
       = ((16 / 25 * a + 9 / 25 * b : ℝ) : ℂ) := by
     intro a b
-    simp [expect_eq_sum, trial, Fin.sum_univ_two]
+    simp only [expect_eq_sum, star_trial]
+    simp [trial, Fin.sum_univ_two]
     ring
   have hp : ∀ a b c d : ℝ, !![(a : ℂ), 0; 0, (b : ℂ)] * !![(c : ℂ), 0; 0, (d : ℂ)]
@@ -63,5 +64,6 @@
     rw [fluct, hm]
     ext i j
-    fin_cases i <;> fin_cases j <;> simp [twoLevel] <;> ring
+    fin_cases i <;> fin_cases j <;> simp [twoLevel]
+    ring
   constructor <;>
   · simp only [centralMoment, hf, pow_succ, pow_zero, one_mul, hp, key, Complex.ofReal_re]
```

The error lies in `key`. The message from `ring` says that it could not close the goal, and the "unsolved goals" error shows what was left. The expectation value contains the conjugated amplitudes `star (trial i)`. Because `simp` was given the definition of `trial`, it put in the numbers but left their conjugates unevaluated, as terms such as `(starRingEnd ℂ) 4`. `ring` does not use the fact that conjugation fixes these real numbers, so it could not match the two sides.

The repair first expands the expectation value with `simp only` and uses `star_trial`, already proved in the file, to replace `star (trial i)` by `trial i`. Only then does `simp` unfold `trial`, so no conjugates remain and `ring` can finish the arithmetic.

The other change, in `hf`, puts `ring` on its own line instead of after `<;>`. No message concerns that step, and the change is mere tidying.
